# With the local kernel \(-\lambda D/m\), a nowhere-zero magnetization is an eigenvector of the transverse Dyson matrix

Take a collinear magnet of independent electrons on a finite, non-empty set of sites. Spin-up electrons have the Hamiltonian \(h-D/2\) and spin-down electrons \(h+D/2\), where \(h\) is real symmetric and \(D\) is a local exchange splitting. Suppose that an up level and a down level with different occupations never have the same energy. Let the magnetization \(m\) be the spin-up density minus the spin-down density, and let the static transverse susceptibility \(\chi\) give the \(x\) component of the magnetization in response to a field \(B\) that enters the Hamiltonian as \(+\tfrac12B\sigma_x\). Then

\[
\chi D=-m .
\]

If \(m\) vanishes on no site and, for a real number \(\lambda\), \(K\) is the diagonal matrix with entries \(-\lambda D(r)/m(r)\), then also

\[
(1-\chi K)\,m=(1-\lambda)\,m .
\]

Q: Before I look at any code, I want to see this derived. What is \(\chi\), and where does \(-m\) come from?

A: Let \(u_i\) and \(v_j\) be the real orthonormal up and down orbitals, \(a_i\) and \(b_j\) their energies, \(f_i\) and \(g_j\) their occupations. Then

\[
m(r)=\sum_i f_i u_i(r)^2-\sum_j g_j v_j(r)^2,\qquad
\chi(r,s)=\sum_{i,j}(f_i-g_j)\frac{u_i(r)v_j(r)u_i(s)v_j(s)}{a_i-b_j}.
\]

Terms with \(f_i=g_j\) count as zero, even when \(a_i=b_j\). The eigenvalue equations read \(hu_i=(a_i+D/2)u_i\) and \(hv_j=(b_j-D/2)v_j\). Since \(h\) is symmetric, \(\langle u_i|hv_j\rangle=\langle hu_i|v_j\rangle\), so

\[
b_j\langle u_i|v_j\rangle-\tfrac12\langle u_i|D|v_j\rangle
=a_i\langle u_i|v_j\rangle+\tfrac12\langle u_i|D|v_j\rangle ,
\]

and therefore \((b_j-a_i)\langle u_i|v_j\rangle=\langle u_i|D|v_j\rangle\). This matrix element is what appears when \(\chi\) acts on \(D\), and it cancels the denominator:

\[
(\chi D)(r)=\sum_{i,j}(g_j-f_i)\,u_i(r)v_j(r)\langle u_i|v_j\rangle .
\]

In the \(g_j\) part, completeness gives \(\sum_i\langle u_i|v_j\rangle u_i(r)=v_j(r)\). In the \(f_i\) part it gives \(\sum_j\langle v_j|u_i\rangle v_j(r)=u_i(r)\). What remains is \(\sum_j g_jv_j(r)^2-\sum_i f_iu_i(r)^2=-m(r)\).

Q: And the kernel?

A: Where \(m\) is nonzero, \(Km=-\lambda D\). Hence \(\chi Km=-\lambda\chi D=\lambda m\), which is the second formula.

Q: Now the code. How is the magnet represented?

A: As a record of data with no conditions attached.

In Lean 4 with Mathlib:

```lean
import Mathlib

open Matrix

namespace TransverseSpinResponse

noncomputable section

/-- Data of a collinear magnet on a finite set of sites: spin-independent Hamiltonian `h`,
local exchange splitting `D`, levels `a`, `b`, orbitals `u`, `v` and occupations `f`, `g`
of the spin-up and spin-down electrons. -/
structure SpinModel (ι : Type*) where
  h : Matrix ι ι ℝ
  D : ι → ℝ
  a : ι → ℝ
  b : ι → ℝ
  u : ι → ι → ℝ
  v : ι → ι → ℝ
  f : ι → ℝ
  g : ι → ℝ
```

The type `ι` is the set of sites. It also labels the orbitals, so there are as many orbitals of each spin as sites. `S.u i r` is \(u_i(r)\), and `D` is a function on the sites, which makes the splitting local.

Q: Then nothing yet says that the orbitals belong to the Hamiltonian.

A: Two predicates say that.

```lean
variable {ι : Type*} [Fintype ι] [DecidableEq ι]

/-- The orbitals `w i` are orthonormal eigenvectors of `H` with energies `e i`,
one for each site. -/
structure IsEigenbasis (H : Matrix ι ι ℝ) (e : ι → ℝ) (w : ι → ι → ℝ) : Prop where
  orthonormal : ∀ i j, w i ⬝ᵥ w j = if i = j then 1 else 0
  eigen : ∀ i, H *ᵥ w i = e i • w i

/-- `h` is symmetric, the orbitals diagonalize `h - D/2` (up) and `h + D/2` (down), and an up
level and a down level with different occupations have different energies. -/
structure SpinModel.IsSolved (S : SpinModel ι) : Prop where
  symm : S.hᵀ = S.h
  up : IsEigenbasis (S.h - diagonal fun r => S.D r / 2) S.a S.u
  down : IsEigenbasis (S.h + diagonal fun r => S.D r / 2) S.b S.v
  gap : ∀ i j, S.f i ≠ S.g j → S.a i ≠ S.b j
```

`IsEigenbasis` demands orthonormality and the eigenvalue equation. `IsSolved` applies it to both spins and adds `gap`, which excludes zero-energy spin flips between differently occupied levels. If both spins are filled by one function of energy, such as a common Fermi function, `gap` holds automatically. The two spectra may coincide, as they do in many antiferromagnets.

Q: Which sign and factor conventions are fixed here?

A: Positive `D` lowers spin up, and `mag` is up minus down, in units of electrons.

```lean
/-- The magnetization: spin-up density minus spin-down density. -/
def SpinModel.mag (S : SpinModel ι) : ι → ℝ := fun r =>
  ∑ i, S.f i * S.u i r ^ 2 - ∑ j, S.g j * S.v j r ^ 2

/-- The static transverse susceptibility of the independent electrons, a sum over spin-flip
transitions. It is meant for models in which levels of different occupation and opposite spin
have different energies; pairs of equal occupation contribute zero. -/
def SpinModel.chi (S : SpinModel ι) : Matrix ι ι ℝ := Matrix.of fun r s =>
  ∑ i, ∑ j, (S.f i - S.g j) * (S.u i r * S.v j r * S.u i s * S.v j s) / (S.a i - S.b j)
```

`chi` is the response of the \(x\) component of the magnetization to a field \(B\) that enters the Hamiltonian as \(+\tfrac12B\sigma_x\). Pairs with equal occupations contribute zero, even at equal energies. With thermal occupations, the isothermal susceptibility would have a derivative of the Fermi function for such a degenerate pair, and this definition leaves it out.

Q: The kernel looks chosen to make the answer come out.

A: It is postulated, but it stands for definite physics. Tilt all spins by a small angle \(\theta\). The transverse magnetization is \(\theta m\), and an exchange field that follows the spins acquires the transverse part \(-\theta D\). A local kernel that maps one to the other is \(-D/m\), the case \(\lambda=1\). The parameter \(\lambda\) describes a uniform mismatch between the kernel and the splitting in the Hamiltonian.

```lean
/-- The local transverse kernel `-lam D / m`, meant for a magnetization `m` that vanishes on no
site; where `m` is zero, Lean's division makes the entry zero. -/
def SpinModel.kernel (S : SpinModel ι) (lam : ℝ) : Matrix ι ι ℝ :=
  diagonal fun r => -lam * S.D r / S.mag r
```

Q: So which statements are actually proved about these objects?

A: `chi_mulVec_splitting` says \(\chi D=-m\) for every solved model. `goldstone_mode` adds the hypothesis `hm`, that \(m\) vanishes on no site, and gives \((1-\chi K)m=(1-\lambda)m\) for every real \(\lambda\). Two further theorems concern the response \(x\) to a transverse field \(B\), defined by the Dyson equation \(x=\chi(B+Kx)\). In them a dot means a sum over sites, \(m\cdot B=\sum_r m(r)B(r)\). It is not the scalar product in spin space, which is zero for every transverse field. Under the same hypotheses, every solution obeys \((1-\lambda)\,D\cdot x=-m\cdot B\), and at \(\lambda=1\) there is no solution when \(m\cdot B\neq0\).

Q: "Goldstone" promises a magnon branch.

A: The theorem is more modest. It concerns a static matrix on finitely many sites, and at \(\lambda=1\) it shows that the rigid rotation of all spins is a zero mode, not that it is the only one. Frequency and wavevector do not enter, so it says nothing about a dispersion relation. The model also has no spin-orbit coupling and uses an orthonormal basis, without the overlap operator of PAW or ultrasoft methods. Finally, `h` and `D` are given; they are not obtained from a self-consistent density functional calculation.

Q: Is it of any use in a simulation, then?

A: For independent electrons without spin-orbit coupling, in a finite orthonormal basis in which the exchange splitting is diagonal, comparing \(\chi D\) with \(-m\) tests the orbital sum separately from the kernel. A sum over too few empty orbitals will in general violate the identity.

Q: Let me follow the proof. You used completeness, but the predicate only contains orthonormality.

A: Completeness is derived.

```lean
/-- Completeness: any real function on the sites is the sum of its projections on an
orthonormal eigenbasis. -/
theorem completeness {H : Matrix ι ι ℝ} {e : ι → ℝ} {w : ι → ι → ℝ}
    (hw : IsEigenbasis H e w) (x : ι → ℝ) (r : ι) :
    ∑ i, (w i ⬝ᵥ x) * w i r = x r := by
  have h1 : Matrix.of w * (Matrix.of w)ᵀ = 1 := by
    ext i j
    rw [Matrix.one_apply, ← hw.orthonormal i j]
    rfl
  -- in finite dimension a right inverse is a left inverse
  have h2 : (Matrix.of w)ᵀ * Matrix.of w = 1 := mul_eq_one_comm.mp h1
  have h3 : ((Matrix.of w)ᵀ *ᵥ (Matrix.of w *ᵥ x)) r = x r := by
    rw [Matrix.mulVec_mulVec, h2, Matrix.one_mulVec]
  refine Eq.trans ?_ h3
  change ∑ i, (w i ⬝ᵥ x) * w i r = ∑ i, w i r * (w i ⬝ᵥ x)
  exact Finset.sum_congr rfl fun i _ => mul_comm _ _
```

The matrix `Matrix.of w` has the orbitals as rows. Orthonormality says that this matrix times its transpose is the identity (`h1`). For square matrices the product in the other order is then the identity too (`h2`), and applying it to \(x\) gives the expansion.

Q: Where is the subtraction of the two eigenvalue equations?

A: In the next lemma.

```lean
/-- In a solved model, the matrix element of the exchange splitting between an up and a down orbital
is the down energy minus the up energy, times their overlap. -/
theorem splitting_matrix_element {S : SpinModel ι} (H : S.IsSolved) (i j : ι) :
    (S.b j - S.a i) * (S.u i ⬝ᵥ S.v j) = ∑ s, S.u i s * S.D s * S.v j s := by
  have hu : S.h *ᵥ S.u i = fun r => (S.a i + S.D r / 2) * S.u i r := by
    funext r
    have e := congrFun (H.up.eigen i) r
    simp only [Matrix.sub_mulVec, Pi.sub_apply, Matrix.mulVec_diagonal, Pi.smul_apply,
      smul_eq_mul] at e
    linear_combination e
  have hv : S.h *ᵥ S.v j = fun r => (S.b j - S.D r / 2) * S.v j r := by
    funext r
    have e := congrFun (H.down.eigen j) r
    simp only [Matrix.add_mulVec, Pi.add_apply, Matrix.mulVec_diagonal, Pi.smul_apply,
      smul_eq_mul] at e
    linear_combination e
  -- `h` may act to the left or to the right
  have sym : S.u i ⬝ᵥ (S.h *ᵥ S.v j) = (S.h *ᵥ S.u i) ⬝ᵥ S.v j := by
    rw [Matrix.dotProduct_mulVec, ← Matrix.mulVec_transpose, H.symm]
  rw [hu, hv] at sym
  simp only [dotProduct] at sym ⊢
  rw [← sub_eq_zero, ← Finset.sum_sub_distrib] at sym
  rw [Finset.mul_sum, ← sub_eq_zero, ← Finset.sum_sub_distrib]
  refine (Finset.sum_congr rfl fun r _ => ?_).trans sym
  ring
```

`hu` and `hv` are the two equations solved for \(hu_i\) and \(hv_j\). `sym` moves \(h\) from one side of the scalar product to the other, using `H.symm`. The remaining lines compare the two sides site by site, and `ring` confirms that the half-splittings add up to \(D\).

Q: And the cancellation of the denominators?

A: That is `key` in the main proof.

```lean
/-- In a solved model, the transverse susceptibility applied to the exchange splitting gives minus
the magnetization. -/
theorem chi_mulVec_splitting {S : SpinModel ι} (H : S.IsSolved) :
    S.chi *ᵥ S.D = -S.mag := by
  funext r
  -- the energy denominator cancels in every transition
  have key : ∀ i j, ∑ s, (S.f i - S.g j) * (S.u i r * S.v j r * S.u i s * S.v j s)
      / (S.a i - S.b j) * S.D s
      = (S.g j - S.f i) * (S.u i r * S.v j r) * (S.u i ⬝ᵥ S.v j) := by
    intro i j
    by_cases hfg : S.f i = S.g j
    · simp [hfg]
    · have hab : S.a i - S.b j ≠ 0 := sub_ne_zero.mpr (H.gap i j hfg)
      calc _ = (S.f i - S.g j) * (S.u i r * S.v j r) / (S.a i - S.b j)
            * ∑ s, S.u i s * S.D s * S.v j s := by
            rw [Finset.mul_sum]
            refine Finset.sum_congr rfl fun s _ => ?_
            ring
        _ = _ := by
            rw [← splitting_matrix_element H i j, div_mul_eq_mul_div, div_eq_iff hab]
            ring
  -- completeness removes one of the two orbital sums
  have e1 : ∑ i, ∑ j, S.g j * S.v j r * ((S.u i ⬝ᵥ S.v j) * S.u i r)
      = ∑ j, S.g j * S.v j r ^ 2 := by
    rw [Finset.sum_comm]
    refine Finset.sum_congr rfl fun j _ => ?_
    rw [← Finset.mul_sum, completeness H.up]
    ring
  have e2 : ∑ i, ∑ j, S.f i * S.u i r * ((S.v j ⬝ᵥ S.u i) * S.v j r)
      = ∑ i, S.f i * S.u i r ^ 2 := by
    refine Finset.sum_congr rfl fun i _ => ?_
    rw [← Finset.mul_sum, completeness H.down]
    ring
  calc (S.chi *ᵥ S.D) r
      = ∑ i, ∑ j, (S.g j - S.f i) * (S.u i r * S.v j r) * (S.u i ⬝ᵥ S.v j) := by
        simp only [Matrix.mulVec, dotProduct, SpinModel.chi, Matrix.of_apply, Finset.sum_mul]
        rw [Finset.sum_comm]
        refine Finset.sum_congr rfl fun i _ => ?_
        rw [Finset.sum_comm]
        exact Finset.sum_congr rfl fun j _ => key i j
    _ = ∑ i, ∑ j, S.g j * S.v j r * ((S.u i ⬝ᵥ S.v j) * S.u i r)
        - ∑ i, ∑ j, S.f i * S.u i r * ((S.v j ⬝ᵥ S.u i) * S.v j r) := by
        rw [← Finset.sum_sub_distrib]
        refine Finset.sum_congr rfl fun i _ => ?_
        rw [← Finset.sum_sub_distrib]
        refine Finset.sum_congr rfl fun j _ => ?_
        rw [dotProduct_comm (S.v j) (S.u i)]
        ring
    _ = (-S.mag) r := by
        rw [e1, e2, Pi.neg_apply, SpinModel.mag]
        ring
```

`key` treats one pair \((i,j)\). If the occupations agree, both sides are zero. Otherwise `H.gap` makes the denominator nonzero, and the previous lemma cancels it. `e1` and `e2` are the two uses of completeness, one for the \(g_j\) part and one for the \(f_i\) part. The final `calc` exchanges the order of summation and puts these together.

Q: After that the eigenvalue should be short.

A: It is: first \(Km=-\lambda D\), then the substitution.

```lean
/-- If the magnetization vanishes on no site, the kernel turns it into `-lam` times the
exchange splitting. -/
theorem kernel_mulVec_mag (S : SpinModel ι) (hm : ∀ r, S.mag r ≠ 0) (lam : ℝ) :
    S.kernel lam *ᵥ S.mag = (-lam) • S.D := by
  funext r
  rw [SpinModel.kernel, Matrix.mulVec_diagonal, div_mul_cancel₀ _ (hm r), Pi.smul_apply,
    smul_eq_mul]

/-- In a solved model whose magnetization `m` vanishes on no site, the Dyson matrix `1 - chi K`
multiplies `m` by `1 - lam`. If there is at least one site, `m` is thus an eigenvector. -/
theorem goldstone_mode {S : SpinModel ι} (H : S.IsSolved) (hm : ∀ r, S.mag r ≠ 0) (lam : ℝ) :
    (1 - S.chi * S.kernel lam) *ᵥ S.mag = (1 - lam) • S.mag := by
  rw [Matrix.sub_mulVec, Matrix.one_mulVec, ← Matrix.mulVec_mulVec, kernel_mulVec_mag S hm,
    Matrix.mulVec_smul, chi_mulVec_splitting H]
  module
```

The rewriting turns \((1-\chi K)m\) into \(m-\chi(Km)\), inserts both identities, and leaves `module` to collect the multiples of \(m\).

Q: How does the sum rule for a field \(B\) follow?

A: Take the scalar product of the Dyson equation with \(D\). Since \(\chi\) is symmetric, it can act to the left:

\[
D\cdot x=(\chi D)\cdot(B+Kx)=-m\cdot B-m\cdot Kx=-m\cdot B+\lambda\,D\cdot x .
\]

```lean
/-- Sum rule: in a solved model whose magnetization `m` vanishes on no site, every self-consistent
response `x` to a transverse field `B` obeys `(1 - lam) D·x = -m·B`. -/
theorem response_sum_rule {S : SpinModel ι} (H : S.IsSolved) (hm : ∀ r, S.mag r ≠ 0)
    (lam : ℝ) (B x : ι → ℝ) (hx : x = S.chi *ᵥ (B + S.kernel lam *ᵥ x)) :
    (1 - lam) * (S.D ⬝ᵥ x) = -(S.mag ⬝ᵥ B) := by
  have hsym : S.chiᵀ = S.chi := by
    ext r s
    simp only [Matrix.transpose_apply, SpinModel.chi, Matrix.of_apply]
    refine Finset.sum_congr rfl fun i _ => Finset.sum_congr rfl fun j _ => ?_
    ring
  -- the symmetric susceptibility acts to the left on the splitting
  have hD : ∀ y, S.D ⬝ᵥ (S.chi *ᵥ y) = -(S.mag ⬝ᵥ y) := fun y => by
    rw [Matrix.dotProduct_mulVec, ← Matrix.mulVec_transpose, hsym, chi_mulVec_splitting H,
      neg_dotProduct]
  have hK : S.mag ⬝ᵥ (S.kernel lam *ᵥ x) = -lam * (S.D ⬝ᵥ x) := by
    simp only [dotProduct, SpinModel.kernel, Matrix.mulVec_diagonal, Finset.mul_sum]
    refine Finset.sum_congr rfl fun r _ => ?_
    rw [← mul_assoc, mul_div_cancel₀ _ (hm r)]
    ring
  have e := (congrArg (fun y => S.D ⬝ᵥ y) hx).trans (hD _)
  rw [dotProduct_add, hK] at e
  linear_combination e
```

Here `hsym` is the symmetry of \(\chi\), `hD` the action to the left, and `hK` the identity \(m\cdot Kx=-\lambda D\cdot x\). The last line moves \(\lambda D\cdot x\) to the other side.

Q: At \(\lambda=1\) the left side is zero, whatever \(x\) is.

A: Hence \(m\cdot B=0\) for any field that has a solution, and a field with \(m\cdot B\neq0\) has none.

```lean
/-- At `lam = 1`, in a solved model whose magnetization vanishes on no site, a transverse field that
is not orthogonal to the magnetization has no self-consistent static response. -/
theorem no_static_response {S : SpinModel ι} (H : S.IsSolved) (hm : ∀ r, S.mag r ≠ 0)
    (B : ι → ℝ) (hB : S.mag ⬝ᵥ B ≠ 0) (x : ι → ℝ) :
    x ≠ S.chi *ᵥ (B + S.kernel 1 *ᵥ x) := by
  intro hx
  have e := response_sum_rule H hm 1 B x hx
  exact hB (by linear_combination e)
```

"Orthogonal" in the comment again refers to the sum over sites. Physically, such a field exerts a net torque on the spins, and no restoring torque balances it in linear response.

Q: One last doubt. Does any magnet satisfy all these conditions at once?

A: Here is one with two sites.

```lean
/-- A two-site antiferromagnet with hopping 24, splittings 14 and -14, and one electron of
each spin in the lower level. -/
def antiferromagnet : SpinModel (Fin 2) where
  h := !![0, 24; 24, 0]
  D := ![14, -14]
  a := ![-25, 25]
  b := ![-25, 25]
  u := ![![4 / 5, -3 / 5], ![3 / 5, 4 / 5]]
  v := ![![3 / 5, -4 / 5], ![4 / 5, 3 / 5]]
  f := ![1, 0]
  g := ![1, 0]
```

Both spins have the levels \(\pm25\), so the spectra coincide, but the differently occupied up and down levels are 50 apart. The lower orbitals are \((4/5,-3/5)\) for up and \((3/5,-4/5)\) for down, which gives \(m=(7/25,-7/25)\). The total moment is zero, while neither site has zero magnetization.

```lean
/-- The two-site antiferromagnet meets all conditions on levels and orbitals, and its
magnetization vanishes on no site. -/
theorem antiferromagnet_witness :
    antiferromagnet.IsSolved ∧ ∀ r, antiferromagnet.mag r ≠ 0 := by
  refine ⟨⟨Matrix.ext fun i r => ?_, ⟨fun i r => ?_, fun i => funext fun r => ?_⟩,
    ⟨fun i r => ?_, fun i => funext fun r => ?_⟩, fun i r => ?_⟩, fun r => ?_⟩
  -- the magnetization first, then the conditions on levels and orbitals
  pick_goal 7
  · fin_cases r <;> norm_num [antiferromagnet, SpinModel.mag, Fin.sum_univ_two]
  all_goals
    fin_cases i <;> fin_cases r <;>
      norm_num [antiferromagnet, Matrix.mulVec, dotProduct, Fin.sum_univ_two,
        Matrix.diagonal_apply]

end

end TransverseSpinResponse
```

The proof splits the claim into its conditions, runs through the two values of each index with `fin_cases`, and leaves the arithmetic to `norm_num`.

```lean
#print axioms TransverseSpinResponse.goldstone_mode
#print axioms TransverseSpinResponse.no_static_response
```

```
'TransverseSpinResponse.goldstone_mode' depends on axioms: [propext, Classical.choice, Quot.sound]
'TransverseSpinResponse.no_static_response' depends on axioms: [propext, Classical.choice, Quot.sound]
```
